# The permutation-symmetric wave functions of $N$ particles in $d+1$ levels form a space of dimension $\binom{N+d}{N}$

Two identical bosons in two levels have three linearly independent states, but counting assignments of labelled particles to levels gives $2^2=4$, and dividing by the $2!$ relabellings gives $2$. The correct number is the dimension of the subspace of wave functions that no relabelling changes, which is $\binom{N+d}{N}$ for $N$ particles in $d+1$ levels, where each level is a single one-particle state.

In Lean 4 with Mathlib:

```lean
import Mathlib

open Finset Module

namespace BoseEinsteinCount

noncomputable section

/-- A configuration assigns one of `d` levels to each of `N` labelled particles. -/
abbrev Config (N d : ℕ) := Fin N → Fin d

/-- An occupation pattern: a number of particles for each of the `d` levels, with total `N`. -/
abbrev Occ (N d : ℕ) := {n : Fin d → ℕ // ∑ a, n a = N}

/-- The occupation patterns are finite in number: they correspond to multisets of `N` levels. -/
instance occFintype (N d : ℕ) : Fintype (Occ N d) :=
  Fintype.ofEquiv _ (Sym.equivNatSumOfFintype (Fin d) N)

/-- The wave functions that are unchanged under every permutation of the particle labels. -/
def symSpace (N d : ℕ) : Submodule ℂ (Config N d → ℂ) where
  carrier := {ψ | ∀ (σ : Equiv.Perm (Fin N)) (x : Config N d), ψ (x ∘ σ) = ψ x}
  add_mem' := by
    intro ψ φ hψ hφ σ x
    simp only [Pi.add_apply]
    rw [hψ σ x, hφ σ x]
  zero_mem' := by
    intro σ x
    rfl
  smul_mem' := by
    intro c ψ hψ σ x
    simp only [Pi.smul_apply]
    rw [hψ σ x]

variable {N d : ℕ}

/-- The occupation pattern of a configuration: the number of particles in each level. -/
def occ (x : Config N d) : Occ N d :=
  ⟨fun a => (univ.filter fun i => x i = a).card, by
    simp only [Finset.card_filter]
    rw [Finset.sum_comm]
    simp only [Finset.sum_ite_eq, Finset.mem_univ, if_true]
    simp⟩

/-- The unnormalised occupation-number state: amplitude one on the configurations with
pattern `n`, zero on all others. -/
def fockState (n : Occ N d) : Config N d → ℂ :=
  fun x => if occ x = n then 1 else 0

/-- Two configurations have the same occupation pattern exactly when they differ by a
permutation of the particle labels. -/
theorem occ_eq_iff (x y : Config N d) :
    occ x = occ y ↔ ∃ σ : Equiv.Perm (Fin N), y = x ∘ σ := by
  constructor
  · intro h
    -- level by level, the particles of `y` and of `x` are equally many
    have hc : ∀ a, Fintype.card {i // y i = a} = Fintype.card {i // x i = a} := by
      intro a
      rw [Fintype.card_subtype, Fintype.card_subtype]
      exact (congrFun (congrArg Subtype.val h) a).symm
    -- glue the level-wise bijections into one permutation
    refine ⟨Equiv.ofFiberEquiv (f := y) (g := x) fun a => Fintype.equivOfCardEq (hc a), ?_⟩
    funext i
    exact (Equiv.ofFiberEquiv_map (f := y) (g := x)
      (fun a => Fintype.equivOfCardEq (hc a)) i).symm
  · rintro ⟨σ, rfl⟩
    apply Subtype.ext
    funext a
    show (univ.filter fun i => x i = a).card = (univ.filter fun i => x (σ i) = a).card
    rw [Finset.card_filter, Finset.card_filter]
    exact (Equiv.sum_comp σ fun i => if x i = a then 1 else 0).symm

/-- Every occupation pattern is the pattern of some configuration. -/
theorem occ_surjective : Function.Surjective (occ : Config N d → Occ N d) := by
  rintro ⟨n, hn⟩
  -- provide `n a` slots in level `a` and put one particle in each slot
  have hc : Fintype.card (Fin N) = Fintype.card ((a : Fin d) × Fin (n a)) := by
    simp [hn]
  let e := Fintype.equivOfCardEq hc
  refine ⟨fun i => (e i).1, Subtype.ext (funext fun a => ?_)⟩
  show (univ.filter fun i => (e i).1 = a).card = n a
  rw [Finset.card_filter]
  refine (Equiv.sum_comp e fun p => if p.1 = a then 1 else 0).trans ?_
  rw [Fintype.sum_sigma, Finset.sum_eq_single a]
  · simp
  · intro b _ hb
    simp [hb]
  · simp

/-- The number of occupation patterns of `N` particles in `d` levels is the number of
multisets of size `N` drawn from `d` elements. -/
theorem card_occ (N d : ℕ) : Fintype.card (Occ N d) = Nat.multichoose d N := by
  rw [← Fintype.card_congr (Sym.equivNatSumOfFintype (Fin d) N),
    Sym.card_sym_eq_multichoose, Fintype.card_fin]

/-- A wave function is symmetric exactly when its amplitude depends only on the occupation
pattern of the configuration. -/
theorem mem_symSpace_iff (ψ : Config N d → ℂ) :
    ψ ∈ symSpace N d ↔ ∃ c : Occ N d → ℂ, ∀ x, ψ x = c (occ x) := by
  constructor
  · intro hψ
    -- evaluate `ψ` on a chosen representative of each pattern
    refine ⟨fun n => ψ (Function.surjInv occ_surjective n), fun x => ?_⟩
    obtain ⟨σ, hσ⟩ := (occ_eq_iff (Function.surjInv occ_surjective (occ x)) x).1
      (Function.surjInv_eq occ_surjective (occ x))
    exact (congrArg ψ hσ).trans (hψ σ _)
  · rintro ⟨c, hc⟩ σ x
    rw [hc, hc, (occ_eq_iff x (x ∘ σ)).2 ⟨σ, rfl⟩]

/-- A wave function is symmetric exactly when it has one and only one expansion in the
occupation-number states. -/
theorem mem_symSpace_iff_expansion (ψ : Config N d → ℂ) :
    ψ ∈ symSpace N d ↔ ∃! c : Occ N d → ℂ, ψ = ∑ n, c n • fockState n := by
  have hsum : ∀ (c : Occ N d → ℂ) (x : Config N d),
      (∑ n, c n • fockState n) x = c (occ x) := by
    intro c x
    rw [Finset.sum_apply, Finset.sum_eq_single (occ x)]
    · simp [fockState]
    · intro n _ hn
      simp [fockState, hn.symm]
    · simp
  rw [mem_symSpace_iff]
  constructor
  · rintro ⟨c, hc⟩
    refine ⟨c, funext fun x => (hc x).trans (hsum c x).symm, fun c' hc' => ?_⟩
    funext n
    obtain ⟨x, rfl⟩ := occ_surjective n
    exact ((congrFun hc' x).trans (hsum c' x)).symm.trans (hc x)
  · rintro ⟨c, hc, -⟩
    exact ⟨c, fun x => (congrFun hc x).trans (hsum c x)⟩

/-- For any number `d` of levels, the dimension of the symmetric subspace is the number of
multisets of size `N` drawn from `d` elements. -/
theorem finrank_symSpace_multichoose (N d : ℕ) :
    finrank ℂ (symSpace N d) = Nat.multichoose d N := by
  -- pull back functions of the pattern to functions of the configuration
  let L : (Occ N d → ℂ) →ₗ[ℂ] (Config N d → ℂ) := LinearMap.funLeft ℂ ℂ occ
  have hinj : Function.Injective L := by
    intro c c' h
    funext n
    obtain ⟨x, rfl⟩ := occ_surjective n
    exact congrFun h x
  have hrange : LinearMap.range L = symSpace N d := by
    ext ψ
    rw [mem_symSpace_iff, LinearMap.mem_range]
    constructor
    · rintro ⟨c, hc⟩
      exact ⟨c, fun x => (congrFun hc x).symm⟩
    · rintro ⟨c, hc⟩
      exact ⟨c, funext fun x => (hc x).symm⟩
  rw [← hrange, LinearMap.finrank_range_of_inj hinj, Module.finrank_fintype_fun_eq_card,
    card_occ]

/-- Bose-Einstein count: for `N` particles in `d + 1` levels the symmetric subspace has
dimension `C(N + d, N)`. -/
theorem finrank_symSpace (N d : ℕ) :
    finrank ℂ (symSpace N (d + 1)) = (N + d).choose N := by
  rw [finrank_symSpace_multichoose, Nat.multichoose_eq]
  congr 1
  omega

/-- For `N` particles in two levels the symmetric subspace has dimension `N + 1`. -/
theorem finrank_symSpace_two_levels (N : ℕ) : finrank ℂ (symSpace N 2) = N + 1 := by
  exact (finrank_symSpace N 1).trans (Nat.choose_succ_self_right N)


/-- For two particles in `d` levels the symmetric subspace has dimension `d (d + 1) / 2`. -/
theorem finrank_symSpace_two_particles (d : ℕ) :
    finrank ℂ (symSpace 2 d) = d * (d + 1) / 2 := by
  rw [finrank_symSpace_multichoose, Nat.multichoose_eq,
    show d + 2 - 1 = d + 1 by omega, Nat.choose_two_right, Nat.add_sub_cancel, mul_comm]

end

end BoseEinsteinCount
```
```lean
#print axioms BoseEinsteinCount.mem_symSpace_iff_expansion
#print axioms BoseEinsteinCount.finrank_symSpace_two_levels
#print axioms BoseEinsteinCount.finrank_symSpace_two_particles
```

```
'BoseEinsteinCount.mem_symSpace_iff_expansion' depends on axioms: [propext, Classical.choice, Quot.sound]
'BoseEinsteinCount.finrank_symSpace_two_levels' depends on axioms: [propext, Classical.choice, Quot.sound]
'BoseEinsteinCount.finrank_symSpace_two_particles' depends on axioms: [propext, Classical.choice, Quot.sound]
```

## Configurations, patterns and the dimension formulas

There are $N$ particles with labels $i=0,\dots,N-1$ and $d$ levels with labels $a=0,\dots,d-1$, as in `Fin N` and `Fin d`. A configuration is a map $x$ from particles to levels, and $x_i$ is the level of particle $i$; this is the type `Config N d`. A wave function is any complex function $\psi(x)$ of the configuration, of type `Config N d → ℂ`.

A permutation $\sigma$ of the labels turns $x$ into the configuration $x\circ\sigma$ with $(x\circ\sigma)_i=x_{\sigma(i)}$, in which particle $i$ occupies the level that particle $\sigma(i)$ had before. The subspace `symSpace N d` consists of the $\psi$ with
$$\psi(x\circ\sigma)=\psi(x)\quad\text{for all }\sigma\text{ and all }x .$$
Because the condition runs over all permutations, writing $\sigma^{-1}$ in place of $\sigma$ would define the same subspace.

An occupation pattern, of type `Occ N d`, is a list $n=(n_0,\dots,n_{d-1})$ of natural numbers with $\sum_a n_a=N$. The pattern of a configuration is `occ x`, written $\operatorname{occ}(x)$ here, whose entry $a$ is the number of particles $i$ with $x_i=a$. For each pattern $n$ the wave function `fockState n`, written $F_n$, equals $1$ on the configurations with pattern $n$ and $0$ on all others.

The theorem `mem_symSpace_iff` states that $\psi$ is symmetric exactly when $\psi(x)=c(\operatorname{occ}(x))$ for some complex function $c$ of patterns. The theorem `mem_symSpace_iff_expansion` states that $\psi$ is symmetric exactly when there is one and only one family of coefficients $c_n$ with $\psi=\sum_n c_nF_n$.

The dimension comes in four forms, where `finrank ℂ` is the dimension over the complex numbers. For all $N$ and $d$, `finrank_symSpace_multichoose` equates it with `Nat.multichoose d N`, the number of multisets of size $N$ drawn from $d$ elements, a multiset being an unordered collection in which repetition is allowed. The main theorem `finrank_symSpace` concerns `symSpace N (d + 1)`, so in it the number of levels is $D=d+1\ge1$, and it gives
$$\dim=\binom{N+d}{N}=\binom{N+D-1}{N}.$$
The shift keeps subtraction of natural numbers out of the statement. The last two theorems give $N+1$ for $N$ particles in two levels and $d(d+1)/2$ for two particles in $d$ levels. The `/` in `d * (d + 1) / 2` is division of natural numbers, and it is exact because $d(d+1)$ is even. None of the four carries a hypothesis on $N$ or $d$.

## Identical bosons in a finite one-particle space

The levels stand for an orthonormal basis $|0\rangle,\dots,|d-1\rangle$ of a finite-dimensional one-particle space, with any internal label such as spin included in $a$. The value $\psi(x)$ is the coefficient of the product state $|x_0\rangle\otimes\cdots\otimes|x_{N-1}\rangle$, so the space of all functions of configurations is the $N$-fold tensor power of $\mathbb C^d$ written in components, with one amplitude for each of the $d^N$ configurations.

The condition that defines `symSpace` is the symmetrisation postulate for bosons: the state vector of identical bosons is unchanged when the particle labels are exchanged. It enters as a definition, and nothing in the file derives it or ties it to the spin of the particle. The antisymmetric subspace, whose dimension is the Fermi–Dirac count, is not treated. The file also has no Hamiltonian, no energies and no temperature, so the result is the Bose–Einstein count of states at fixed particle number, and the Bose–Einstein distribution of mean occupations is a separate matter. Continuous or infinite one-particle spaces and variable particle number are not covered.

No inner product is defined in the code, and $F_n$ is not normalised. With the usual product $\langle\phi|\psi\rangle=\sum_x\overline{\phi(x)}\,\psi(x)$, two states $F_n$ and $F_m$ with $n\ne m$ are orthogonal because no configuration has both patterns. The squared norm of $F_n$ is the number of configurations with pattern $n$, the multinomial coefficient $N!/\prod_a n_a!$, so the normalised occupation-number state is
$$|n_0,\dots,n_{d-1}\rangle=\sqrt{\frac{\prod_a n_a!}{N!}}\;F_n .$$
The same coefficient accounts for the failure of the division by $N!$: a pattern collects $N!$ configurations only when every $n_a$ is $0$ or $1$, and fewer when a level holds several particles.

For a finite lattice model of $N$ spinless bosons on $D$ sites, with one orbital per site and no cap on the occupation of a site, $\binom{N+D-1}{N}$ is the number of rows of the Hamiltonian matrix in the occupation basis, provided that the whole Hamiltonian conserves the number of particles, and before lattice symmetries are used to reduce the matrix. For $N$ spins $\tfrac12$ with only the two spin levels kept, $N+1$ agrees with the multiplicity $2S+1$ of the multiplet of maximal total spin $S=N/2$.

## From permutations of labels to occupation numbers

The first step is that two configurations have the same pattern exactly when they differ by a permutation. Suppose $y=x\circ\sigma$, and let $\delta$ be the Kronecker symbol. Then for each level $a$
$$\operatorname{occ}(y)_a=\sum_i\delta_{x_{\sigma(i)},a}=\sum_j\delta_{x_j,a}=\operatorname{occ}(x)_a ,$$
where the substitution $j=\sigma(i)$ only reorders the sum. Conversely, suppose the patterns agree. For each level $a$ the set $Y_a=\{i: y_i=a\}$ and the set $X_a=\{j:x_j=a\}$ have equally many elements, so there is a bijection $\beta_a:Y_a\to X_a$. The sets $Y_a$ partition the labels, and so do the sets $X_a$. Hence $\sigma(i)=\beta_{y_i}(i)$ defines a permutation of all labels, and $\sigma(i)\in X_{y_i}$ means $x_{\sigma(i)}=y_i$, that is $y=x\circ\sigma$.

This is `occ_eq_iff`. In its forward direction `hc` is the equality of the sizes of $Y_a$ and $X_a$, `Fintype.equivOfCardEq` supplies $\beta_a$, `Equiv.ofFiberEquiv` assembles the $\beta_a$ into $\sigma$, and `Equiv.ofFiberEquiv_map` is the relation $x_{\sigma(i)}=y_i$. In the other direction `Finset.card_filter` writes each count as a sum of ones and zeros, and `Equiv.sum_comp` is the substitution $j=\sigma(i)$. The same sums appear inside the definition of `occ`, which must show that the entries add up to $N$: `Finset.sum_comm` exchanges the order in $\sum_a\sum_i\delta_{x_i,a}=\sum_i\sum_a\delta_{x_i,a}=\sum_i1=N$.

The second step is that every pattern $n$ occurs. Form the slots $(a,k)$ with $0\le k<n_a$, which number $\sum_an_a=N$ in total. Choose a bijection $e$ from particles to slots and let $x_i$ be the level of the slot $e(i)$. The number of particles in level $a$ is then the number of slots in level $a$, which is $n_a$. In `occ_surjective` the slots are the type `(a : Fin d) × Fin (n a)`, the configuration is `fun i => (e i).1`, `Equiv.sum_comp` moves the count from particles to slots, and `Fintype.sum_sigma` with `Finset.sum_eq_single a` splits it by level and keeps level $a$ alone.

The third step combines the two. Let $\psi$ be symmetric. By the second step choose for each pattern $n$ a representative configuration $r(n)$ with $\operatorname{occ}(r(n))=n$, and set $c(n)=\psi(r(n))$. A configuration $x$ has the same pattern as $r(\operatorname{occ}(x))$, so by the first step $x=r(\operatorname{occ}(x))\circ\sigma$ for some $\sigma$, and
$$\psi(x)=\psi\bigl(r(\operatorname{occ}(x))\circ\sigma\bigr)=\psi\bigl(r(\operatorname{occ}(x))\bigr)=c(\operatorname{occ}(x)).$$
Conversely, if $\psi(x)=c(\operatorname{occ}(x))$, then $\psi(x\circ\sigma)=c(\operatorname{occ}(x\circ\sigma))=c(\operatorname{occ}(x))=\psi(x)$. In `mem_symSpace_iff` the map $r$ is `Function.surjInv occ_surjective`, its defining property is `Function.surjInv_eq`, and the last line of the forward direction chains the first two equalities of the display.

## The expansion in occupation-number states

For any coefficients $c_n$, only the term with $n=\operatorname{occ}(x)$ contributes at the configuration $x$:
$$\Bigl(\sum_nc_nF_n\Bigr)(x)=\sum_nc_n\,\delta_{\operatorname{occ}(x),n}=c_{\operatorname{occ}(x)} .$$
Being a function of the pattern and being a combination of the $F_n$ are therefore the same property, with $c_n=c(n)$. If two families $c$ and $c'$ give the same $\psi$, take any $n$ and a configuration $x$ with pattern $n$; then $c'_n=\psi(x)=c_n$. Uniqueness thus rests on the second step, since a pattern that no configuration realised would have $F_n=0$ and a free coefficient.

In `mem_symSpace_iff_expansion` the display is `hsum`, proved with `Finset.sum_eq_single (occ x)`, and the choice of $x$ is the line `obtain ⟨x, rfl⟩ := occ_surjective n`. The reverse direction discards the uniqueness clause and uses only the existence of an expansion. Each $F_n$ is itself a function of the pattern, hence symmetric by the third step, so the theorem expresses that the $F_n$ are a basis of the symmetric subspace, stated through coefficients and without a Mathlib basis object.

## Counting patterns with stars and bars

Let $L$ be the linear map that sends a function $c$ of patterns to the wave function $x\mapsto c(\operatorname{occ}(x))$. It is injective by the argument just used for uniqueness, and its range is the symmetric subspace by the third step. An injective linear map preserves dimension, and the functions on a finite set form a space whose dimension is the size of the set. The dimension sought is therefore the number of patterns. In `finrank_symSpace_multichoose` the map is `LinearMap.funLeft ℂ ℂ occ`, the two properties are `hinj` and `hrange`, and the two general facts are `LinearMap.finrank_range_of_inj` and `Module.finrank_fintype_fun_eq_card`.

A pattern is the same as a multiset of $N$ levels in which level $a$ appears $n_a$ times. For $d+1$ levels, write $n_0$ stars, a bar, $n_1$ stars, a bar, and so on up to $n_d$ stars. The row has $N$ stars and $d$ bars, and every such row comes from exactly one pattern. A row is fixed by the choice of the $N$ positions of the stars among $N+d$, which gives $\binom{N+d}{N}$.

The file takes this counting from Mathlib. In `card_occ`, `Sym.equivNatSumOfFintype` is the correspondence between multisets and patterns, and `Sym.card_sym_eq_multichoose` counts the multisets. In `finrank_symSpace`, `Nat.multichoose_eq` converts that number into a binomial coefficient with upper entry $(d+1)+N-1$, which `omega` identifies with $N+d$.

The two-level theorem is the main theorem at $d=1$ together with $\binom{N+1}{N}=N+1$, which is `Nat.choose_succ_self_right`; the patterns are $(n_0,N-n_0)$ with $n_0=0,\dots,N$. The two-particle theorem starts from the multiset form, so that $d=0$ is included, and uses $\binom{d+1}{2}=(d+1)d/2$ from `Nat.choose_two_right`. Counted directly, there are $d$ patterns with both particles in one level and $d(d-1)/2$ with the particles in two different levels.

## Two particles in two levels, and the extreme sizes

For two particles in two levels the configurations $(x_0,x_1)$ are $(0,0)$, $(0,1)$, $(1,0)$, $(1,1)$. The exchange of the two labels imposes the single condition $\psi(0,1)=\psi(1,0)$, which leaves three free amplitudes. The patterns $(n_0,n_1)$ are $(2,0)$, $(1,1)$, $(0,2)$. The states $F_{(2,0)}$ and $F_{(0,2)}$ are the product states $|0\rangle\otimes|0\rangle$ and $|1\rangle\otimes|1\rangle$, already of norm one, while $F_{(1,1)}$ has norm $\sqrt2$ and normalises to $(|0\rangle\otimes|1\rangle+|1\rangle\otimes|0\rangle)/\sqrt2$. Read as two spins $\tfrac12$, these are the triplet states. The two special theorems agree on the value, $N+1=3$ at $N=2$ and $d(d+1)/2=3$ at $d=2$.

At $N=0$ there is one configuration, the empty map, and the main theorem gives $\binom{d}{0}=1$, the vacuum. At $N=1$ the only permutation is the identity and the dimension $\binom{1+d}{1}=d+1$ is the number of levels. A single level, $d=0$ in the main theorem, gives $\binom NN=1$, with all particles in that level. With no level at all the multiset form applies: the dimension is $1$ for $N=0$ and $0$ for $N\ge1$, when no configuration exists.

At the opposite extreme, $\binom{N+D-1}{N}=D(D+1)\cdots(D+N-1)/N!$, so for fixed $N$ its ratio to $D^N/N!$ tends to $1$ as $D$ grows, and the corrected labelled count becomes accurate when multiple occupation is rare. This limit, the norms of the $F_n$ and the reading in terms of total spin are added for orientation and appear in none of the theorems above.
